# The quartic oscillator's ground-state energy coefficients 3/4, −21/8 and 333/16 from a polynomial Riccati series

The coefficients in the title belong to the ground state of $-\tfrac12\,d^2/dx^2+\tfrac12x^2+gx^4$, at orders $g$, $g^2$ and $g^3$. The coupling $g$ is treated here as a formal variable and not as a number. The negative logarithmic derivative $-\psi'/\psi$ of the wave function and the energy are sequences of coefficients, $w_0(x), w_1(x),\dots$ and $E_0, E_1,\dots$, and an equation holds "through order $g^3$" when its coefficients of $g^0,\dots,g^3$ are zero. Each $w_k$ is required to be a real polynomial in $x$.

## From the Schrödinger equation to a Riccati equation

In units with $\hbar=m=\omega=1$, take a particle in the potential $U(x)=x^2/2+gV(x)$, where $V$ is a real polynomial. Write the nodeless wave function as $\psi=e^{-S}$ and set $w=S'$. Then $\psi'=-w\psi$ and $\psi''=(w^2-w')\psi$, so $-\tfrac12\psi''+U\psi=E\psi$ becomes, after division by $\psi\neq0$,

$$\tfrac12(w'-w^2)+\tfrac12x^2+gV-E=0 .$$

At $g=0$ the harmonic ground state $e^{-x^2/2}$ has $w=x$. The condition $w_0=x$ therefore selects the state from which the perturbation series starts.

## One linear equation per order

Insert $w=\sum_k g^kw_k$ and $E=\sum_k g^kE_k$. Order zero reads $\tfrac12(1-x^2)+\tfrac12x^2-E_0=0$, so $E_0=\tfrac12$. At order $k+1$ the square $w^2$ contains the new unknown only in its two end terms, $2xw_{k+1}$, which leaves

$$\tfrac12w_{k+1}'-x\,w_{k+1}+q_k=E_{k+1},\qquad q_k=\delta_{k0}V-\tfrac12\sum_{i=0}^{k-1}w_{i+1}w_{k-i}.$$

The source $q_k$ involves only $V$ and $w_1,\dots,w_k$.

**A polynomial solution exists.** By linearity it is enough to treat the sources $x^n$. Let $(u_n,e_n)$ denote a solution $w_{k+1}=u_n$, $E_{k+1}=e_n$ for the source $x^n$. One can take $(u_0,e_0)=(0,1)$ and $(u_1,e_1)=(1,0)$, and then

$$u_{n+2}=x^{n+1}+\tfrac{n+1}{2}u_n,\qquad e_{n+2}=\tfrac{n+1}{2}e_n .$$

Indeed, $x^{n+1}$ contributes $\tfrac{n+1}{2}x^n-x^{n+2}$. The second term cancels the source, and the first is cancelled by the multiple of $u_n$, up to the constant $e_{n+2}$.

**It is unique.** The difference $d$ of two solutions satisfies $\tfrac12d'-xd=\text{const}$. If $d\neq0$ has degree $m$ and leading coefficient $a$, the coefficient of $x^{m+1}$ on the left is $-a$, while on the right it is zero. This is a contradiction, so $d=0$, and the two energies agree as well.

Solving order by order therefore gives exactly one formal series for each $V$.

## Three orders for the quartic term

Let $V=x^4$. At first order $q_0=x^4$, and matching powers from the top down gives

$$w_1=x^3+\tfrac32x,\qquad E_1=\tfrac12\cdot\tfrac32=\tfrac34 .$$

At second order $q_1=-\tfrac12w_1^2=-\tfrac12x^6-\tfrac32x^4-\tfrac98x^2$. With $w_2=ax^5+bx^3+cx$, the powers $x^6,x^4,x^2$ give $a=-\tfrac12$, $b=\tfrac52a-\tfrac32=-\tfrac{11}4$ and $c=\tfrac32b-\tfrac98=-\tfrac{21}4$. The constant term gives $E_2=\tfrac12c=-\tfrac{21}8$.

At third order $q_2=-w_1w_2=\tfrac12x^8+\tfrac72x^6+\tfrac{75}8x^4+\tfrac{63}8x^2$. With $w_3=ax^7+bx^5+cx^3+dx$ one finds

$$a=\tfrac12,\quad b=\tfrac72a+\tfrac72=\tfrac{21}4,\quad c=\tfrac52b+\tfrac{75}8=\tfrac{45}2,\quad d=\tfrac32c+\tfrac{63}8=\tfrac{333}8,$$

and hence $E_3=\tfrac12d=\tfrac{333}{16}$.

Expanding $e^{-S}$ in powers of $g$ gives $e^{-x^2/2}$ times a polynomial at each order. These corrections are square-integrable and satisfy the Rayleigh–Schrödinger equations order by order, so the $E_k$ are the Rayleigh–Schrödinger coefficients of the ground state. For this one-dimensional, one-particle model they are exact reference values for a perturbation code, obtained without a sum over excited states. This identification is not part of the Lean file.

## What the theorems say

The Riccati expression is `residual V w E`, an element of `PowerSeries ℝ[X]`. Two variables occur in it: `PowerSeries.X` is the coupling $g$, and the polynomial `X` is the position $x$. Likewise `PowerSeries.C` embeds a polynomial as a term independent of $g$, and `C` embeds a real number as a constant polynomial. The sequences `w : ℕ → ℝ[X]` and `E : ℕ → ℝ` hold the coefficients.

- `schrodinger_iff_riccati` concerns real functions. If $S$ has derivative $w$ and $w$ has derivative `dw` everywhere, the Schrödinger equation for $e^{-S}$ holds at all $x$ exactly when the Riccati equation does. Normalisability is not part of it.
- `existsUnique_series` says that for every real polynomial $V$ there is exactly one pair of sequences with $w_0=x$ and zero residual at all orders.
- `quartic_coefficients` assumes $w_0=x$ and a vanishing residual for $V=x^4$ at orders 0 to 3. It concludes the four energies, including $E_0=\tfrac12$, and the three polynomials above. Later entries of the sequences are unconstrained, so a $w$ truncated after $g^3$ is covered.

The series statements are algebraic: they concern neither convergence nor the relation of the coefficients to an eigenvalue at a given $g$. The existence theorem applies equally to $V=x^3$, for which the potential is unbounded below at every real $g\neq0$.

## The Lean file

```lean
import Mathlib

open Polynomial

namespace LogarithmicPerturbation

noncomputable section

/-- For `ψ = exp (-S)` with `S' = w`, the Schroedinger equation with potential `U` and energy `E`
is equivalent to the Riccati equation for `w`. -/
theorem schrodinger_iff_riccati (S w dw U : ℝ → ℝ) (E : ℝ)
    (hS : ∀ x, HasDerivAt S (w x) x) (hw : ∀ x, HasDerivAt w (dw x) x) :
    (∀ x, -(1 / 2) * deriv (deriv (fun y => Real.exp (-S y))) x + U x * Real.exp (-S x)
        = E * Real.exp (-S x)) ↔
      ∀ x, (dw x - w x ^ 2) / 2 + U x - E = 0 := by
  have h1 : deriv (fun y => Real.exp (-S y)) = fun y => -w y * Real.exp (-S y) :=
    _root_.funext fun x => ((hS x).fun_neg.exp.congr_deriv (by ring)).deriv
  have h2 : ∀ x, deriv (fun y => -w y * Real.exp (-S y)) x
      = (w x ^ 2 - dw x) * Real.exp (-S x) := fun x =>
    (((hw x).fun_neg.fun_mul (hS x).fun_neg.exp).congr_deriv (by ring)).deriv
  simp only [h1, h2]
  refine forall_congr' fun x => ⟨fun h => ?_, fun h => ?_⟩
  · -- the wave function has no nodes, so it can be divided out
    apply mul_right_cancel₀ (Real.exp_ne_zero (-S x))
    linear_combination h
  · linear_combination Real.exp (-S x) * h

/-- The Riccati expression `(w' - w² + x²)/2 + g V - E` as a power series in the coupling `g`,
where `w = ∑ gᵏ wₖ(x)` and `E = ∑ gᵏ Eₖ`. -/
def residual (V : ℝ[X]) (w : ℕ → ℝ[X]) (E : ℕ → ℝ) : PowerSeries ℝ[X] :=
  PowerSeries.C (C (1 / 2)) * (PowerSeries.mk (fun k => derivative (w k))
      - PowerSeries.mk w * PowerSeries.mk w + PowerSeries.C (X ^ 2))
    + PowerSeries.X * PowerSeries.C V - PowerSeries.mk (fun k => C (E k))

/-- The source term of order `k + 1`, built from the perturbation and `w₁, ..., wₖ`. -/
def source (V : ℝ[X]) (w : ℕ → ℝ[X]) (k : ℕ) : ℝ[X] :=
  (if k = 0 then V else 0) - C (1 / 2) * ∑ i ∈ Finset.range k, w (i + 1) * w (k - i)

/-- With `w₀ = x`, the Riccati expression at order zero is `1/2 - E₀`. -/
theorem residual_coeff_zero (V : ℝ[X]) (w : ℕ → ℝ[X]) (E : ℕ → ℝ) (h : w 0 = X) :
    PowerSeries.coeff 0 (residual V w E) = C (1 / 2) - C (E 0) := by
  have hsq : PowerSeries.coeff 0 (PowerSeries.mk w * PowerSeries.mk w) = X * X := by
    rw [PowerSeries.coeff_mul]
    simp [h]
  simp only [residual, _root_.map_sub, _root_.map_add, PowerSeries.coeff_C_mul, hsq,
    PowerSeries.coeff_mk, PowerSeries.coeff_zero_X_mul, PowerSeries.coeff_C, h, derivative_X,
    ↓reduceIte]
  ring

/-- With `w₀ = x`, the Riccati expression at order `k + 1` is linear in `wₖ₊₁` and `Eₖ₊₁`, with a
source built from `V` and `w₁, ..., wₖ`. -/
theorem residual_coeff_succ (V : ℝ[X]) (w : ℕ → ℝ[X]) (E : ℕ → ℝ) (h : w 0 = X) (k : ℕ) :
    PowerSeries.coeff (k + 1) (residual V w E)
      = C (1 / 2) * derivative (w (k + 1)) - X * w (k + 1) + source V w k - C (E (k + 1)) := by
  have hsq : PowerSeries.coeff (k + 1) (PowerSeries.mk w * PowerSeries.mk w)
      = 2 * (X * w (k + 1)) + ∑ i ∈ Finset.range k, w (i + 1) * w (k - i) := by
    rw [PowerSeries.coeff_mul]
    simp only [PowerSeries.coeff_mk]
    -- the two end terms of the convolution contain the new unknown
    rw [Finset.Nat.sum_antidiagonal_eq_sum_range_succ (fun i j => w i * w j),
      Finset.sum_range_succ, Finset.sum_range_succ']
    simp only [Nat.sub_self, Nat.sub_zero, h, Nat.add_sub_add_right]
    ring
  have h2 : (C (1 / 2 : ℝ) : ℝ[X]) * 2 = 1 := by
    rw [show (2 : ℝ[X]) = C 2 from rfl, ← C_mul]
    norm_num
  simp only [residual, source, _root_.map_sub, _root_.map_add, PowerSeries.coeff_C_mul, hsq,
    PowerSeries.coeff_mk, PowerSeries.coeff_succ_X_mul, PowerSeries.coeff_C,
    Nat.add_one_ne_zero, ↓reduceIte]
  linear_combination (-(X * w (k + 1))) * h2

/-- For a monomial source the linear equation of one order has a polynomial solution. -/
theorem solvable_monomial : ∀ n : ℕ, ∃ s : ℝ[X] × ℝ,
    C (1 / 2) * derivative s.1 - X * s.1 + X ^ n = C s.2
  | 0 => ⟨(0, 1), by simp⟩
  | 1 => ⟨(1, 0), by simp⟩
  | n + 2 => by
    obtain ⟨⟨u, e⟩, h⟩ := solvable_monomial n
    refine ⟨(X ^ (n + 1) + C (((n : ℝ) + 1) / 2) * u, ((n : ℝ) + 1) / 2 * e), ?_⟩
    have hd : derivative (X ^ (n + 1) : ℝ[X]) = C ((n : ℝ) + 1) * X ^ n := by
      simp
    have hc : (C (((n : ℝ) + 1) / 2) : ℝ[X]) = C (1 / 2) * C ((n : ℝ) + 1) := by
      rw [← C_mul]
      congr 1
      ring
    dsimp only at h ⊢
    rw [derivative_add, derivative_C_mul, hd, C_mul, hc]
    linear_combination C (1 / 2) * C ((n : ℝ) + 1) * h

/-- For every polynomial source the linear equation of one order has a polynomial solution. -/
theorem solvable (q : ℝ[X]) : ∃ s : ℝ[X] × ℝ,
    C (1 / 2) * derivative s.1 - X * s.1 + q = C s.2 := by
  refine Polynomial.induction_on' q (fun p r hp hr => ?_) (fun n a => ?_)
  · obtain ⟨s, hs⟩ := hp
    obtain ⟨t, ht⟩ := hr
    refine ⟨(s.1 + t.1, s.2 + t.2), ?_⟩
    dsimp only
    rw [derivative_add, C_add]
    linear_combination hs + ht
  · obtain ⟨s, hs⟩ := solvable_monomial n
    refine ⟨(C a * s.1, a * s.2), ?_⟩
    dsimp only
    rw [derivative_C_mul, C_mul, ← C_mul_X_pow_eq_monomial]
    linear_combination C a * hs

/-- The source of one order determines both the polynomial correction and the energy. -/
theorem order_unique {q u v : ℝ[X]} {e f : ℝ}
    (hu : C (1 / 2) * derivative u - X * u + q = C e)
    (hv : C (1 / 2) * derivative v - X * v + q = C f) : u = v ∧ e = f := by
  have huv : u = v := by
    by_contra hne
    have h : C (1 / 2) * derivative (u - v) - X * (u - v) = C (e - f) := by
      rw [derivative_sub, C_sub]
      linear_combination hu - hv
    -- compare the coefficients one degree above the degree of the difference
    have hc := congrArg (fun p : ℝ[X] => p.coeff ((u - v).natDegree + 1)) h
    have hz : (u - v).coeff ((u - v).natDegree + 1 + 1) = 0 :=
      coeff_eq_zero_of_natDegree_lt (by omega)
    simp only [Polynomial.coeff_sub (C (1 / 2) * derivative (u - v)), coeff_C_mul,
      coeff_derivative, coeff_X_mul, coeff_C_succ, hz] at hc
    have hl : (u - v).leadingCoeff = 0 := by
      unfold leadingCoeff
      linarith
    exact hne (sub_eq_zero.mp (leadingCoeff_eq_zero.mp hl))
  subst huv
  exact ⟨rfl, C_injective (hu.symm.trans hv)⟩

/-- The corrections `wₖ`, built order by order from `w₀ = x`. -/
def logSeries (V : ℝ[X]) : ℕ → ℝ[X]
  | 0 => X
  | k + 1 => (solvable ((if k = 0 then V else 0)
      - C (1 / 2) * ∑ i : Fin k, logSeries V (i + 1) * logSeries V (k - i))).choose.1
termination_by k => k
decreasing_by all_goals omega

/-- For every polynomial perturbation of the harmonic oscillator, the Riccati equation has exactly
one formal solution in powers of `g` with polynomial coefficients and `w₀ = x`. -/
theorem existsUnique_series (V : ℝ[X]) : ∃! p : (ℕ → ℝ[X]) × (ℕ → ℝ),
    p.1 0 = X ∧ residual V p.1 p.2 = 0 := by
  have h0 : logSeries V 0 = X := by rw [logSeries]
  have hw : ∀ k, logSeries V (k + 1) = (solvable (source V (logSeries V) k)).choose.1 := by
    intro k
    rw [logSeries, source, Finset.sum_range]
  let E : ℕ → ℝ := fun k => Nat.casesOn k (1 / 2)
    (fun j => (solvable (source V (logSeries V) j)).choose.2)
  have hR : residual V (logSeries V) E = 0 := by
    apply PowerSeries.ext
    intro n
    rw [_root_.map_zero]
    cases n with
    | zero =>
      rw [residual_coeff_zero V _ E h0]
      exact sub_self _
    | succ k =>
      have hs := (solvable (source V (logSeries V) k)).choose_spec
      rw [← hw k] at hs
      rw [residual_coeff_succ V _ E h0]
      exact sub_eq_zero.mpr hs
  refine ⟨(logSeries V, E), ⟨h0, hR⟩, ?_⟩
  rintro ⟨w, F⟩ ⟨hw0, hF⟩
  dsimp only at hw0 hF
  -- equal lower orders give equal sources, hence equal next orders
  have key : ∀ k, w k = logSeries V k ∧ F k = E k := by
    intro k
    induction k using Nat.strong_induction_on with
    | _ k ih =>
      cases k with
      | zero =>
        have a := residual_coeff_zero V w F hw0
        rw [hF, _root_.map_zero] at a
        exact ⟨hw0.trans h0.symm, (C_injective (sub_eq_zero.mp a.symm)).symm⟩
      | succ k =>
        have hsrc : source V w k = source V (logSeries V) k := by
          unfold source
          congr 2
          refine Finset.sum_congr rfl fun i hi => ?_
          have hi' := Finset.mem_range.mp hi
          rw [(ih (i + 1) (by omega)).1, (ih (k - i) (by omega)).1]
        have a := residual_coeff_succ V w F hw0 k
        have b := residual_coeff_succ V (logSeries V) E h0 k
        rw [hF, _root_.map_zero, hsrc] at a
        rw [hR, _root_.map_zero] at b
        exact order_unique (sub_eq_zero.mp a.symm) (sub_eq_zero.mp b.symm)
  exact Prod.ext (_root_.funext fun k => (key k).1) (_root_.funext fun k => (key k).2)

/-- If the Riccati expression of the quartic oscillator with `w₀ = x` vanishes through order `g³`,
then the energy coefficients are `1/2, 3/4, -21/8, 333/16` and `w₁, w₂, w₃` are as stated. -/
theorem quartic_coefficients (w : ℕ → ℝ[X]) (E : ℕ → ℝ) (h0 : w 0 = X)
    (hres : ∀ k ≤ 3, PowerSeries.coeff k (residual (X ^ 4) w E) = 0) :
    (E 0 = 1 / 2 ∧ E 1 = 3 / 4 ∧ E 2 = -21 / 8 ∧ E 3 = 333 / 16) ∧
      w 1 = X ^ 3 + C (3 / 2) * X ∧
      w 2 = C (-1 / 2) * X ^ 5 + C (-11 / 4) * X ^ 3 + C (-21 / 4) * X ∧
      w 3 = C (1 / 2) * X ^ 7 + C (21 / 4) * X ^ 5 + C (45 / 2) * X ^ 3 + C (333 / 8) * X := by
  have step : ∀ k, k + 1 ≤ 3 → C (1 / 2) * derivative (w (k + 1)) - X * w (k + 1)
      + source (X ^ 4) w k = C (E (k + 1)) := fun k hk =>
    sub_eq_zero.mp ((residual_coeff_succ _ w E h0 k).symm.trans (hres (k + 1) hk))
  have e0 : E 0 = 1 / 2 := (C_injective (sub_eq_zero.mp
    ((residual_coeff_zero _ w E h0).symm.trans (hres 0 (by norm_num))))).symm
  have s1 : source (X ^ 4) w 0 = X ^ 4 := by simp [source]
  have s2 : source (X ^ 4) w 1 = -(C (1 / 2) * (w 1 * w 1)) := by simp [source]
  have s3 : source (X ^ 4) w 2 = -(C (1 / 2) * (w 1 * w 2 + w 2 * w 1)) := by
    simp [source, Finset.sum_range_succ]
  -- at each order an explicit polynomial solves the equation, and uniqueness identifies it
  obtain ⟨w1, e1⟩ : w 1 = X ^ 3 + C (3 / 2) * X ∧ E 1 = 3 / 4 := by
    refine order_unique (step 0 (by norm_num)) ?_
    rw [s1]
    apply Polynomial.funext
    intro r
    simp only [derivative_add, derivative_C_mul, derivative_X_pow, derivative_X, eval_add,
      eval_sub, eval_mul, eval_pow, eval_C, eval_X, eval_one, Nat.reduceSub, Nat.cast_ofNat]
    ring
  obtain ⟨w2, e2⟩ : w 2 = C (-1 / 2) * X ^ 5 + C (-11 / 4) * X ^ 3 + C (-21 / 4) * X ∧
      E 2 = -21 / 8 := by
    refine order_unique (step 1 (by norm_num)) ?_
    rw [s2, w1]
    apply Polynomial.funext
    intro r
    simp only [derivative_add, derivative_C_mul, derivative_X_pow, derivative_X, eval_add,
      eval_sub, eval_mul, eval_neg, eval_pow, eval_C, eval_X, eval_one, Nat.reduceSub,
      Nat.cast_ofNat]
    ring
  obtain ⟨w3, e3⟩ : w 3 = C (1 / 2) * X ^ 7 + C (21 / 4) * X ^ 5 + C (45 / 2) * X ^ 3
      + C (333 / 8) * X ∧ E 3 = 333 / 16 := by
    refine order_unique (step 2 (by norm_num)) ?_
    rw [s3, w1, w2]
    apply Polynomial.funext
    intro r
    simp only [derivative_add, derivative_C_mul, derivative_X_pow, derivative_X, eval_add,
      eval_sub, eval_mul, eval_neg, eval_pow, eval_C, eval_X, eval_one, Nat.reduceSub,
      Nat.cast_ofNat]
    ring
  exact ⟨⟨e0, e1, e2, e3⟩, w1, w2, w3⟩

end

end LogarithmicPerturbation
```

```lean
#print axioms LogarithmicPerturbation.schrodinger_iff_riccati
-- 'LogarithmicPerturbation.schrodinger_iff_riccati' depends on axioms: [propext, Classical.choice, Quot.sound]
#print axioms LogarithmicPerturbation.existsUnique_series
-- 'LogarithmicPerturbation.existsUnique_series' depends on axioms: [propext, Classical.choice, Quot.sound]
#print axioms LogarithmicPerturbation.quartic_coefficients
-- 'LogarithmicPerturbation.quartic_coefficients' depends on axioms: [propext, Classical.choice, Quot.sound]
```

## How the proof follows the derivation

`schrodinger_iff_riccati` computes the two derivatives of $e^{-S}$ as `h1` and `h2`. One direction then cancels the exponential, which is never zero, and the other multiplies by it.

`residual_coeff_zero` and `residual_coeff_succ` extract the orders of the Riccati expression. In the second, the coefficient of $w^2$ is a convolution sum. `Finset.sum_range_succ` and `Finset.sum_range_succ'` split off its last and first terms, which are the two copies of $xw_{k+1}$. What remains is the sum in `source V w k`, the $q_k$ above.

`solvable_monomial` is the recursion in steps of two for $(u_n,e_n)$, and `solvable` extends it to all polynomials by sums and scalar multiples. `order_unique` is the degree argument: `hc` compares the coefficients one degree above that of $u-v$, and `hz` records that the derivative contributes nothing there. The leading coefficient must then vanish, which contradicts $u\neq v$.

`logSeries` builds the $w_k$ recursively, choosing at each order a solution supplied by `solvable`. In `existsUnique_series` the matching energies are collected in `E`, and `hR` checks that every coefficient of the residual is zero. For uniqueness, `key` uses strong induction on the order: if two solutions agree at all lower orders, their sources agree (`hsrc`), and `order_unique` gives agreement at the next order.

In `quartic_coefficients`, `step` turns the hypothesis into the linear equations for orders one to three, and `s1`, `s2` and `s3` evaluate their sources. The proof does not solve for the coefficients as was done above. It states each polynomial and energy explicitly, verifies the equation by evaluating both sides at an arbitrary real number `r` and calling `ring`, and applies `order_unique` to identify them with the given $w_k$ and $E_k$. Each result is substituted into the source of the next order.
